# Long-wavelength splitting of a polar layer in a linear screening model: zero with Coulomb truncation, 2S/(L+2r) with periodic images

In a polar monolayer, a longitudinal optical vibration of in-plane wavenumber q creates an electric field that stiffens it relative to the transverse one. A plane-wave calculation repeats the layer with some period L along the normal, and the fields of the copies act on the original. At wavelengths much longer than L these fields barely decay between layers. What splitting does the calculation then approach as q → 0, and what does it approach if the Coulomb interaction is truncated so that the copies no longer act?

The model treats each layer as an infinitely thin sheet in vacuum with linear screening. The splitting D is the part of the difference of the squared longitudinal and transverse frequencies that comes from the long-range electric field; differences due to short-range forces, such as those in an in-plane anisotropic layer, are left out. The strength S collects the Born effective charges, masses and relative displacements of the ions and the cell area, and the screening length r ≥ 0 measures how strongly the electrons of the sheet polarise in-plane. Both are given numbers here, not derived from an electronic-structure calculation.

## The image sum and the splitting

```lean
import Mathlib

open Filter Topology

namespace LayerSplittingTruncation

noncomputable section
```

These lines load the mathematical library Mathlib and make its notation for limits available.

```lean
/-- For `q L > 0`, the image sum `c(q)`: the sum of the factors `exp (-q L |n|)` with which all
layers of a stack of period `L` act on one layer at in-plane wavenumber `q`, the layer itself being
`n = 0`. -/
def imageSum (L q : ℝ) : ℝ := ∑' n : ℤ, Real.exp (-(q * L * |(n : ℝ)|))
```

A `def` introduces a name. Here `imageSum L q` is the series

c(q) = Σₙ exp(−qL|n|), n running over all integers.

The symbol `∑'` denotes an infinite sum, and ℝ and ℤ are the real numbers and the integers. The potential of a charge wave of wavenumber q decays as exp(−q|z|) away from its sheet, so the layer at height nL contributes the factor exp(−qL|n|). The term n = 0 is the layer itself. Adding the factors with equal sign means that all layers vibrate in phase, which is the case in a cell containing one layer when the wavevector has no component along the normal.

```lean
/-- The splitting of strength `S` at Coulomb coupling `g` and screening length `r`, on the
domain `1 + r g ≠ 0`. The coupling is `q` for a truncated interaction and `q c(q)` for a
periodic stack. -/
def splitting (S r g : ℝ) : ℝ := S * g / (1 + r * g)
```

This is the formula

D = Sg/(1 + rg),

where g is the Coulomb coupling. For an isolated sheet g = q: the polarisation charge carries one factor q, the two-dimensional Coulomb potential a factor 1/q, and the field obtained from the potential another q. Constant prefactors go into S and r. In a periodic stack every layer contributes, so g = q c(q).

Lean sees only real numbers; the units are ours. With q an inverse length, rg is dimensionless and S is a squared frequency times a length. Truncation is idealised as the complete removal of the images, with no trace of a finite cutoff distance.

```lean
/-- For nonnegative screening length and coupling, the splitting is the unique solution `D` of
the linear screening equation `D = g (S - r D)`. -/
theorem screening_equation_iff {S r g D : ℝ} (hr : 0 ≤ r) (hg : 0 ≤ g) :
    D = g * (S - r * D) ↔ D = splitting S r g := by
  have hne : 1 + r * g ≠ 0 := by positivity
  unfold splitting
  rw [eq_div_iff hne]
  constructor <;> intro h <;> linear_combination h
```

A `theorem` lists its variables and hypotheses, then its claim after the colon. The hypotheses `hr` and `hg` say r ≥ 0 and g ≥ 0, and the claim is an equivalence (`↔`): D solves

D = g(S − rD)

exactly when D is the splitting defined above. Physically, the electrons reduce the bare source S by an amount proportional to the resulting splitting. By hand, one collects the terms in D:

D(1 + rg) = Sg, hence D = Sg/(1 + rg).

The division is allowed because 1 + rg ≥ 1. In the proof, `hne` records that this denominator is nonzero, `eq_div_iff` multiplies it across, and `linear_combination` checks the remaining algebra in both directions.

## Summing over the layers

```lean
/-- For positive period and wavenumber the series over the images converges, and its sum is
`(1 + exp (-q L)) / (1 - exp (-q L))`. -/
theorem hasSum_images {L q : ℝ} (hL : 0 < L) (hq : 0 < q) :
    HasSum (fun n : ℤ => Real.exp (-(q * L * |(n : ℝ)|)))
      ((1 + Real.exp (-(q * L))) / (1 - Real.exp (-(q * L)))) := by
  have hx : Real.exp (-(q * L)) < 1 :=
    Real.exp_lt_one_iff.mpr (neg_lt_zero.mpr (mul_pos hq hL))
  have hg := hasSum_geometric_of_lt_one (Real.exp_pos (-(q * L))).le hx
  have key : ∀ n : ℕ, Real.exp (-(q * L * (n : ℝ))) = Real.exp (-(q * L)) ^ n := by
    intro n
    rw [← Real.exp_nat_mul]
    congr 1
    ring
  -- the layer itself and the images above it
  have h1 : HasSum (fun n : ℕ => Real.exp (-(q * L * |((n : ℤ) : ℝ)|)))
      (1 - Real.exp (-(q * L)))⁻¹ := by
    have e : (fun n : ℕ => Real.exp (-(q * L * |((n : ℤ) : ℝ)|)))
        = fun n : ℕ => Real.exp (-(q * L)) ^ n := by
      funext n
      rw [← key n, Int.cast_natCast, abs_of_nonneg (Nat.cast_nonneg n : (0 : ℝ) ≤ n)]
    rw [e]
    exact hg
  -- the images below it
  have h2 : HasSum (fun n : ℕ => Real.exp (-(q * L * |((-((n : ℤ) + 1) : ℤ) : ℝ)|)))
      (Real.exp (-(q * L)) * (1 - Real.exp (-(q * L)))⁻¹) := by
    have e : (fun n : ℕ => Real.exp (-(q * L * |((-((n : ℤ) + 1) : ℤ) : ℝ)|)))
        = fun n : ℕ => Real.exp (-(q * L)) * Real.exp (-(q * L)) ^ n := by
      funext n
      have habs : |((-((n : ℤ) + 1) : ℤ) : ℝ)| = ((n + 1 : ℕ) : ℝ) := by
        push_cast
        rw [abs_neg, abs_of_nonneg (by positivity)]
      rw [habs, key, pow_succ']
    rw [e]
    exact hg.mul_left _
  have h := HasSum.of_nat_of_neg_add_one
    (f := fun n : ℤ => Real.exp (-(q * L * |(n : ℝ)|))) h1 h2
  have e : (1 + Real.exp (-(q * L))) / (1 - Real.exp (-(q * L)))
      = (1 - Real.exp (-(q * L)))⁻¹
        + Real.exp (-(q * L)) * (1 - Real.exp (-(q * L)))⁻¹ := by
    rw [div_eq_mul_inv]
    ring
  rw [e]
  exact h
```

`HasSum` states that a series converges and names its sum. For L > 0 and q > 0, set x = exp(−qL), so that 0 < x < 1. The layer itself and the images above it give

1 + x + x² + … = 1/(1 − x).

The images below it give

x + x² + x³ + … = x/(1 − x).

Together,

c(q) = (1 + x)/(1 − x).

The proof makes the same division. `h1` handles the integers n = 0, 1, 2, …, and `h2` handles −(n+1) for the same n, that is −1, −2, −3, … . The lemma `HasSum.of_nat_of_neg_add_one` joins the two halves into a sum over all integers.

```lean
/-- For a stack of positive period `L`, the coupling `q c(q)` tends to `2 / L` as the wavenumber
tends to zero from above. -/
theorem tendsto_periodic_coupling {L : ℝ} (hL : 0 < L) :
    Tendsto (fun q => q * imageSum L q) (𝓝[>] 0) (𝓝 (2 / L)) := by
  have hlin : HasDerivAt (fun q : ℝ => -(q * L)) (-L) 0 := (hasDerivAt_mul_const L).fun_neg
  have hd : HasDerivAt (fun q : ℝ => Real.exp (-(q * L))) (-L) 0 :=
    hlin.exp.congr_deriv (by simp)
  -- the denominator of the closed form vanishes linearly, with slope `L`
  have hs : Tendsto (fun q : ℝ => (1 - Real.exp (-(q * L))) / q) (𝓝[>] 0) (𝓝 L) := by
    have h := hd.tendsto_slope_zero_right.neg
    rw [neg_neg] at h
    refine h.congr fun q => ?_
    simp only [smul_eq_mul, zero_add, zero_mul, neg_zero, Real.exp_zero]
    ring
  have hc : Tendsto (fun q : ℝ => 1 + Real.exp (-(q * L))) (𝓝 0)
      (𝓝 (1 + Real.exp (-(0 * L)))) :=
    (by fun_prop : Continuous fun q : ℝ => 1 + Real.exp (-(q * L))).tendsto 0
  have e : 1 + Real.exp (-(0 * L)) = 2 := by norm_num
  rw [e] at hc
  refine ((hc.mono_left nhdsWithin_le_nhds).div hs hL.ne').congr' ?_
  filter_upwards [self_mem_nhdsWithin] with q hq
  show (1 + Real.exp (-(q * L))) / ((1 - Real.exp (-(q * L))) / q) = q * imageSum L q
  rw [imageSum, (hasSum_images hL hq).tsum_eq, div_div_eq_mul_div]
  ring
```

`Tendsto f a b` says that the function f approaches b as its argument follows a. Here `𝓝[>] 0` means "towards zero from above", and `𝓝 (2 / L)` means "towards 2/L". The claim is

q c(q) → 2/L as q → 0⁺.

By hand, rewrite the closed form as

q c(q) = (1 + x)/[(1 − x)/q], x = exp(−qL).

The numerator tends to 2. The derivative of exp(−qL) with respect to q at q = 0 is −L, so

(1 − exp(−qL))/q → L.

The quotient therefore tends to 2/L. The sum c(q) diverges, but only like 2/(qL), and the factor q compensates for it.

In Lean, `hd` is the derivative, `hs` the limit of the denominator and `hc` that of the numerator. The last lines replace the closed form by the series. This needs to be valid only for q > 0, which is all that a limit from above inspects; at q = 0 itself the series diverges.

## The two long-wavelength limits

```lean
/-- At nonnegative screening length, if the coupling tends to a nonnegative value, the splitting
tends to the splitting at that value. -/
theorem tendsto_splitting {α : Type*} {l : Filter α} {g : α → ℝ} {S r g₀ : ℝ}
    (hr : 0 ≤ r) (hg₀ : 0 ≤ g₀) (h : Tendsto g l (𝓝 g₀)) :
    Tendsto (fun a => splitting S r (g a)) l (𝓝 (splitting S r g₀)) := by
  have hne : 1 + r * g₀ ≠ 0 := by positivity
  exact (h.const_mul S).div ((h.const_mul r).const_add 1) hne
```

If the coupling tends to some g₀ ≥ 0 and r ≥ 0, the splitting tends to its value at g₀. This is continuity of a quotient: Sg → Sg₀ and 1 + rg → 1 + rg₀, which is not zero. The letter `l` stands for an arbitrary way of taking a limit, so the lemma serves both for q → 0⁺ and for L → ∞.

```lean
/-- For period `L > 0` and screening length `r ≥ 0`, as the wavenumber tends to zero from above
the truncated splitting tends to zero, whereas the periodic-image splitting tends to
`2 S / (L + 2 r)`. -/
theorem long_wavelength_splitting (S : ℝ) {r L : ℝ} (hr : 0 ≤ r) (hL : 0 < L) :
    Tendsto (fun q => splitting S r q) (𝓝[>] 0) (𝓝 0) ∧
    Tendsto (fun q => splitting S r (q * imageSum L q)) (𝓝[>] 0)
      (𝓝 (2 * S / (L + 2 * r))) := by
  constructor
  · have hid : Tendsto (fun q : ℝ => q) (𝓝[>] 0) (𝓝 0) :=
      tendsto_id.mono_left nhdsWithin_le_nhds
    have h := tendsto_splitting (S := S) hr le_rfl hid
    have e : splitting S r 0 = 0 := by simp [splitting]
    rw [e] at h
    exact h
  · have h := tendsto_splitting (S := S) hr (by positivity) (tendsto_periodic_coupling hL)
    have e : splitting S r (2 / L) = 2 * S / (L + 2 * r) := by
      have h1 : 1 + r * (2 / L) ≠ 0 := by positivity
      have h2 : L + 2 * r ≠ 0 := by positivity
      have h3 : L * L⁻¹ = 1 := mul_inv_cancel₀ hL.ne'
      unfold splitting
      rw [div_eq_div_iff h1 h2]
      linear_combination 2 * S * h3
    rw [e] at h
    exact h
```

This is the main statement. For every real S, every r ≥ 0 and every L > 0, two limits hold as q → 0⁺, joined by `∧`, "and":

truncated: Sq/(1 + rq) → 0,

periodic: S q c(q)/(1 + r q c(q)) → 2S/(L + 2r).

For the first, g = q → 0, and the splitting at g = 0 is zero. For the second, g = q c(q) → 2/L, and the splitting at that coupling is

S(2/L)/(1 + 2r/L) = 2S/(L + 2r),

after multiplying numerator and denominator by L. The two bullets of the proof follow these two lines, with `tendsto_splitting` passing from the coupling to the splitting.

The case r = 0, a sheet without electronic screening, shows the mechanism most plainly. The splitting is then S times the coupling, so the truncated result is Sq and the periodic one tends to 2S/L. Screening lowers the periodic limit for S > 0 but does not bring it to zero at any finite r.

For phonon calculations on polar monolayers, this means that, within this thin-sheet model with linear screening, a periodic cell without truncation leaves a spurious nonzero splitting in the limit q → 0⁺ whenever S ≠ 0.

## How the truncated branch starts

```lean
/-- The truncated splitting starts linearly in the wavenumber, with slope `S`. -/
theorem truncated_onset (S r : ℝ) : HasDerivAt (fun q => splitting S r q) S 0 := by
  have h := ((hasDerivAt_id' (0 : ℝ)).const_mul S).fun_div
    (((hasDerivAt_id' (0 : ℝ)).const_mul r).const_add 1) (by simp)
  exact h.congr_deriv (by simp)
```

`HasDerivAt f S 0` says that f has derivative S at zero. By the quotient rule,

d/dq [Sq/(1 + rq)] = S/(1 + rq)²,

which equals S at q = 0. No sign condition on r is needed, because the denominator is 1 there. Lean's derivative is two-sided, while a wavenumber is a magnitude, so the physical content is the slope on the side q ≥ 0. At given S, screening by the electrons of the sheet does not affect this initial slope; it only bends the curve at larger q.

## The effect of the images at finite wavenumber

```lean
/-- For positive strength, period and wavenumber and nonnegative screening length, the periodic
images strictly raise the splitting. -/
theorem truncated_lt_periodic {S r L q : ℝ} (hS : 0 < S) (hr : 0 ≤ r) (hL : 0 < L)
    (hq : 0 < q) : splitting S r q < splitting S r (q * imageSum L q) := by
  have hx : Real.exp (-(q * L)) < 1 :=
    Real.exp_lt_one_iff.mpr (neg_lt_zero.mpr (mul_pos hq hL))
  have hc : 1 < imageSum L q := by
    rw [imageSum, (hasSum_images hL hq).tsum_eq, lt_div_iff₀ (by linarith)]
    linarith [Real.exp_pos (-(q * L))]
  have hg : q < q * imageSum L q := lt_mul_of_one_lt_right hq hc
  generalize q * imageSum L q = g at hg ⊢
  have hg0 : 0 < g := hq.trans hg
  have h1 : 0 < 1 + r * q := by positivity
  have h2 : 0 < 1 + r * g := by positivity
  unfold splitting
  rw [div_lt_iff₀ h1, div_mul_eq_mul_div, lt_div_iff₀ h2]
  nlinarith [mul_lt_mul_of_pos_left hg hS]
```

For S > 0, r ≥ 0, L > 0 and q > 0, the periodic splitting is strictly larger than the truncated one. Since x > 0,

c(q) = (1 + x)/(1 − x) > 1,

so the periodic coupling g = q c(q) exceeds q. The difference of the splittings is

Sg/(1 + rg) − Sq/(1 + rq) = S(g − q)/[(1 + rg)(1 + rq)] > 0.

The proof establishes c(q) > 1 as `hc` and g > q as `hg`. It then multiplies out the two positive denominators instead of forming the difference. The terms in rSqg cancel, and what remains is Sq < Sg, which `nlinarith` obtains from `hg` and S > 0.

```lean
/-- At fixed positive wavenumber and nonnegative screening length, the periodic-image splitting
tends to the truncated one as the period of the stack grows without bound. -/
theorem periodic_tendsto_truncated (S : ℝ) {r q : ℝ} (hr : 0 ≤ r) (hq : 0 < q) :
    Tendsto (fun L => splitting S r (q * imageSum L q)) atTop (𝓝 (splitting S r q)) := by
  refine tendsto_splitting hr hq.le ?_
  have hx : Tendsto (fun L : ℝ => Real.exp (-(q * L))) atTop (𝓝 0) :=
    Real.tendsto_exp_neg_atTop_nhds_zero.comp (tendsto_id.const_mul_atTop hq)
  have h := ((hx.const_add (1 : ℝ)).div (hx.const_sub (1 : ℝ)) (by norm_num)).const_mul q
  have e : q * ((1 + 0) / (1 - 0)) = q := by norm_num
  rw [e] at h
  refine h.congr' ?_
  filter_upwards [eventually_gt_atTop (0 : ℝ)] with L hL
  show q * ((1 + Real.exp (-(q * L))) / (1 - Real.exp (-(q * L)))) = q * imageSum L q
  rw [imageSum, (hasSum_images hL hq).tsum_eq]

end

end LayerSplittingTruncation
```

Now q > 0 is fixed and the period grows; `atTop` means "towards infinity". Since x = exp(−qL) → 0,

q c(q) = q(1 + x)/(1 − x) → q,

and continuity of the splitting gives the truncated value Sq/(1 + rq). In the proof, `hx` is the decay of the exponential, and `eventually_gt_atTop` restricts attention to L > 0, where the closed form of the series holds.

A large cell therefore does recover the isolated layer at each given wavenumber. How large it must be depends on q, since the images fade only once qL is well above 1. At any finite L and S ≠ 0, sufficiently long waves still approach 2S/(L + 2r) instead of zero. That residue itself vanishes as L → ∞, so taking the two limits one after the other gives zero in either order. The trouble lies in stopping at a finite cell and then letting q become small.

```lean
#print axioms LayerSplittingTruncation.long_wavelength_splitting
-- 'LayerSplittingTruncation.long_wavelength_splitting' depends on axioms: [propext, Classical.choice, Quot.sound]
#print axioms LayerSplittingTruncation.truncated_onset
-- 'LayerSplittingTruncation.truncated_onset' depends on axioms: [propext, Classical.choice, Quot.sound]
#print axioms LayerSplittingTruncation.truncated_lt_periodic
-- 'LayerSplittingTruncation.truncated_lt_periodic' depends on axioms: [propext, Classical.choice, Quot.sound]
#print axioms LayerSplittingTruncation.periodic_tendsto_truncated
-- 'LayerSplittingTruncation.periodic_tendsto_truncated' depends on axioms: [propext, Classical.choice, Quot.sound]
```
